# Discrete Hardy inequality with optimal constant 1/4: no negative energies for −1/(4j²) on a hard-wall radial grid

Let u₀, u₁, u₂, … be real amplitudes on a uniform radial grid, with u₀ = 0 at the origin. Define the hopping energy T, the inverse-square weight W and the s-wave Hamiltonian H with coupling g:

T = Σ_{j≥1} (u_j − u_{j−1})²

W = Σ_{j≥1} u_j²/j²

(Hu)_j = 2u_j − u_{j−1} − u_{j+1} − g u_j/j²

Energies are in units of ħ²/(2m·spacing²). I believe that T ≥ W/4 for every finitely supported u, so that the attraction with g = 1/4 never produces a negative energy. Can this be made rigorous and machine-checked, and is 1/4 the best constant?

## Bonds and boundary terms together pay for the attraction

Yes to both. Put c_n = 2/(4n+1), a = u_n and b = u_{n+1}. Since 1 + c_n = (4n+3)/(4n+1), completing the square in a gives

(b−a)² + c_n a² − b²/(4(n+1)²) − c_{n+1} b²
= (4n+3)/(4n+1) · (a − (4n+1)b/(4n+3))² + R b²

The remaining coefficient is

R = 2/(4n+3) − 2/(4n+5) − 1/(4(n+1)²)
= 1/(4(n+1)²(4n+3)(4n+5)) > 0

because (4n+3)(4n+5) = 16(n+1)² − 1. Summing over n = 0, …, N−1, the boundary terms telescope, and u₀ = 0 removes the first:

¼ Σ_{j=1}^{N} u_j²/j² + c_N u_N² ≤ Σ_{j=1}^{N} (u_j − u_{j−1})²

If T is finite, the partial sums of W are bounded by 4T. Hence W converges and W/4 ≤ T.

For walls at 0 and N+1, summation by parts gives

Σ_{j=1}^{N} u_j (Hu)_j = Σ_{j=1}^{N} (u_j − u_{j−1})² − g Σ_{j=1}^{N} u_j²/j² + u_N²

At g = 1/4 this is nonnegative. The normalised expectation value is this sum divided by Σ u_j², which is E for an eigenvector, so E ≥ 0.

## A square-root profile defeats every larger constant

Take u_j = √j up to j = N, then √N(2 − j/N) down to zero at 2N. For j ≥ 1,

(√(j+1) − √j)² = 1/(√(j+1) + √j)² ≤ 1/(4j) ≤ 1/(4(j+1)) + 2/(j+1) − 2/(j+2)

The outer bound also holds at j = 0, where it reads 1 ≤ 5/4. With h_N = 1 + 1/2 + … + 1/N, the rising part costs at most h_N/4 + 2. The descent has N bonds costing 1/N each. Thus T ≤ h_N/4 + 3, while W ≥ h_N. For C > 1/4,

T − CW ≤ 3 − (C − 1/4) h_N

which is negative for large N because h_N diverges.

## What the Lean statements say

A state is a function `u : ℕ → ℝ`, and the hypothesis `u 0 = 0` is the boundary condition on the reduced radial function at the origin. The amplitude at site j is `u j`, but the Hamiltonian and the terms of the weight sum are indexed from zero: `hamiltonian g u j` is (Hu)_{j+1}, and term `j` of the weight belongs to site j+1.

`discrete_hardy` assumes finite hopping energy and concludes that the weight converges and obeys the inequality. Lean gives a divergent `∑'` the value zero, so convergence is stated explicitly. `discrete_hardy_finite` is the finitely supported case.

`energy_nonneg` and `eigenvalue_nonneg` concern g = 1/4 in a box; the latter requires the eigenvalue equation at sites 1 to N and a nonzero amplitude there. `hardy_constant_sharp` supplies a finitely supported state for each `C` above 1/4.

This is the quadratic case of Hardy's inequality; other exponents and nonuniform grids are not treated. For a solver that diagonalises this three-point H between hard walls, a negative eigenvalue at g = 1/4 beyond rounding error indicates a faulty matrix or eigensolver.

```lean
import Mathlib

open Finset Filter

namespace DiscreteHardy

noncomputable section

/-- Hopping (kinetic) energy of a state on the radial grid: the sum of squared differences
over all bonds. -/
def hoppingEnergy (u : ℕ → ℝ) : ℝ := ∑' j : ℕ, (u (j + 1) - u j) ^ 2

/-- Sum of the squared amplitudes weighted by the inverse square of the site number,
over the sites 1, 2, 3, and so on. -/
def inverseSquareWeight (u : ℕ → ℝ) : ℝ := ∑' j : ℕ, u (j + 1) ^ 2 / ((j : ℝ) + 1) ^ 2

/-- The grid Hamiltonian with potential `-g / r ^ 2`, applied to `u` and evaluated at the site `r =
j + 1`. -/
def hamiltonian (g : ℝ) (u : ℕ → ℝ) (j : ℕ) : ℝ :=
  2 * u (j + 1) - u j - u (j + 1 + 1) - g / ((j : ℝ) + 1) ^ 2 * u (j + 1)

/-- One bond of the grid: its hopping energy and the boundary term at its left end pay for the
potential and the boundary term at its right end. -/
theorem bond_inequality (a b x : ℝ) (hx : 0 ≤ x) :
    1 / 4 * (b ^ 2 / (x + 1) ^ 2) + 2 / (4 * (x + 1) + 1) * b ^ 2
      ≤ (b - a) ^ 2 + 2 / (4 * x + 1) * a ^ 2 := by
  have h1 : 0 < 4 * x + 1 := by linarith
  have h3 : 0 < 4 * x + 3 := by linarith
  have h5 : 0 < 4 * (x + 1) + 1 := by linarith
  have h0 : 0 < x + 1 := by linarith
  -- the difference of the two sides is a sum of two nonnegative terms
  have key : (b - a) ^ 2 + 2 / (4 * x + 1) * a ^ 2
      - (1 / 4 * (b ^ 2 / (x + 1) ^ 2) + 2 / (4 * (x + 1) + 1) * b ^ 2)
      = (4 * x + 3) / (4 * x + 1) * (a - (4 * x + 1) / (4 * x + 3) * b) ^ 2
        + b ^ 2 / (4 * (x + 1) ^ 2 * (4 * x + 3) * (4 * (x + 1) + 1)) := by
    field_simp
    ring
  have hpos : 0 ≤ (4 * x + 3) / (4 * x + 1) * (a - (4 * x + 1) / (4 * x + 3) * b) ^ 2
        + b ^ 2 / (4 * (x + 1) ^ 2 * (4 * x + 3) * (4 * (x + 1) + 1)) := by positivity
  linarith

/-- Hardy inequality on the first `N` bonds, with a boundary term at the last site. -/
theorem hardy_box (u : ℕ → ℝ) (h0 : u 0 = 0) (N : ℕ) :
    1 / 4 * ∑ j ∈ range N, u (j + 1) ^ 2 / ((j : ℝ) + 1) ^ 2 + 2 / (4 * (N : ℝ) + 1) * u N ^ 2
      ≤ ∑ j ∈ range N, (u (j + 1) - u j) ^ 2 := by
  induction N with
  | zero => simp [h0]
  | succ n ih =>
    rw [sum_range_succ, sum_range_succ, Nat.cast_add, Nat.cast_one, mul_add]
    linarith [bond_inequality (u n) (u (n + 1)) n (Nat.cast_nonneg n)]

/-- Discrete Hardy inequality: a state that vanishes at the origin and has finite hopping energy
has a finite inverse-square weight, and a quarter of it is at most the hopping energy. -/
theorem discrete_hardy (u : ℕ → ℝ) (h0 : u 0 = 0)
    (hu : Summable fun j : ℕ => (u (j + 1) - u j) ^ 2) :
    (Summable fun j : ℕ => u (j + 1) ^ 2 / ((j : ℝ) + 1) ^ 2) ∧
      1 / 4 * inverseSquareWeight u ≤ hoppingEnergy u := by
  have hn : ∀ j : ℕ, 0 ≤ u (j + 1) ^ 2 / ((j : ℝ) + 1) ^ 2 := fun j => by positivity
  have hb : ∀ N : ℕ, ∑ j ∈ range N, u (j + 1) ^ 2 / ((j : ℝ) + 1) ^ 2
      ≤ 4 * hoppingEnergy u := by
    intro N
    have h1 := hardy_box u h0 N
    have h2 : ∑ j ∈ range N, (u (j + 1) - u j) ^ 2 ≤ hoppingEnergy u :=
      hu.sum_le_tsum (range N) (fun j _ => sq_nonneg _)
    have h3 : 0 ≤ 2 / (4 * (N : ℝ) + 1) * u N ^ 2 := by positivity
    linarith
  refine ⟨summable_of_sum_range_le hn hb, ?_⟩
  have h : inverseSquareWeight u ≤ 4 * hoppingEnergy u := Real.tsum_le_of_sum_range_le hn hb
  linarith

/-- Discrete Hardy inequality for a state that vanishes at the origin and from some site on. -/
theorem discrete_hardy_finite (u : ℕ → ℝ) (h0 : u 0 = 0) (M : ℕ) (hM : ∀ j, M ≤ j → u j = 0) :
    1 / 4 * inverseSquareWeight u ≤ hoppingEnergy u := by
  have hz : ∀ j ∉ range M, (u (j + 1) - u j) ^ 2 = 0 := by
    intro j hj
    have hj' : M ≤ j := not_lt.1 fun h => hj (mem_range.2 h)
    rw [hM j hj', hM (j + 1) (by omega)]
    norm_num
  exact (discrete_hardy u h0 (hasSum_sum_of_ne_finset_zero hz).summable).2

/-- Between hard walls at the sites `0` and `N + 1`, the unnormalised energy expectation value in
the potential `-1 / (4 r ^ 2)` is nonnegative. -/
theorem energy_nonneg (u : ℕ → ℝ) (N : ℕ) (h0 : u 0 = 0) (hN : u (N + 1) = 0) :
    0 ≤ ∑ j ∈ range N, u (j + 1) * hamiltonian (1 / 4) u j := by
  -- summation by parts
  have parts : ∀ n : ℕ, ∑ j ∈ range n, u (j + 1) * hamiltonian (1 / 4) u j
      = ∑ j ∈ range n, (u (j + 1) - u j) ^ 2
        - 1 / 4 * ∑ j ∈ range n, u (j + 1) ^ 2 / ((j : ℝ) + 1) ^ 2
        + u n ^ 2 - u n * u (n + 1) := by
    intro n
    induction n with
    | zero => simp [h0]
    | succ n ih =>
      rw [sum_range_succ, sum_range_succ, sum_range_succ, ih, hamiltonian]
      ring
  rw [parts N, hN]
  have h1 := hardy_box u h0 N
  have h2 : 0 ≤ 2 / (4 * (N : ℝ) + 1) * u N ^ 2 := by positivity
  linarith [sq_nonneg (u N)]

/-- Every eigenvalue of the Hamiltonian with potential `-1 / (4 r ^ 2)` between hard walls
is nonnegative. -/
theorem eigenvalue_nonneg (u : ℕ → ℝ) (N : ℕ) (E : ℝ) (h0 : u 0 = 0) (hN : u (N + 1) = 0)
    (hE : ∀ j < N, hamiltonian (1 / 4) u j = E * u (j + 1)) (hne : ∃ j < N, u (j + 1) ≠ 0) :
    0 ≤ E := by
  obtain ⟨k, hk, hk0⟩ := hne
  have hpos : 0 < ∑ j ∈ range N, u (j + 1) ^ 2 :=
    sum_pos' (fun j _ => sq_nonneg _) ⟨k, mem_range.2 hk, by positivity⟩
  have hsum : ∑ j ∈ range N, u (j + 1) * hamiltonian (1 / 4) u j
      = E * ∑ j ∈ range N, u (j + 1) ^ 2 := by
    rw [mul_sum]
    refine sum_congr rfl fun j hj => ?_
    rw [hE j (mem_range.1 hj)]
    ring
  have h := energy_nonneg u N h0 hN
  rw [hsum] at h
  by_contra hneg
  linarith [mul_neg_of_neg_of_pos (not_le.1 hneg) hpos]

/-- Trial state for `N > 0`: the square root of the site number up to `N`, then a linear descent
that reaches zero at `2 N`. -/
def trial (N j : ℕ) : ℝ :=
  if j ≤ N then √(j : ℝ) else √(N : ℝ) * max 0 (2 - (j : ℝ) / N)

/-- The hopping energy of the square-root profile on one bond, bounded by a quarter of the
inverse site number and a telescoping remainder. -/
theorem sqrt_bond (j : ℕ) : (√((j : ℝ) + 1) - √(j : ℝ)) ^ 2
    ≤ 1 / 4 * (1 / ((j : ℝ) + 1)) + 2 / ((j : ℝ) + 1) - 2 / ((j : ℝ) + 2) := by
  rcases Nat.eq_zero_or_pos j with rfl | hj
  · norm_num
  have hx : (1 : ℝ) ≤ j := by exact_mod_cast hj
  generalize (j : ℝ) = x at hx ⊢
  have hx0 : 0 < x := by linarith
  have ha := Real.sq_sqrt hx0.le
  have hb := Real.sq_sqrt (show 0 ≤ x + 1 by linarith)
  have hab : √x ≤ √(x + 1) := Real.sqrt_le_sqrt (by linarith)
  have h1 : (√(x + 1) - √x) * (√(x + 1) + √x) = 1 := by linear_combination hb - ha
  have h2 : 4 * x ≤ (√(x + 1) + √x) ^ 2 := by
    nlinarith [mul_nonneg (Real.sqrt_nonneg x) (sub_nonneg.2 hab), sq_nonneg (√(x + 1) - √x)]
  have h3 : (√(x + 1) - √x) ^ 2 * (4 * x) ≤ 1 := by
    calc (√(x + 1) - √x) ^ 2 * (4 * x)
        ≤ (√(x + 1) - √x) ^ 2 * (√(x + 1) + √x) ^ 2 :=
          mul_le_mul_of_nonneg_left h2 (sq_nonneg _)
      _ = 1 := by rw [← mul_pow, h1, one_pow]
  have h4 := (le_div_iff₀ (show 0 < 4 * x by linarith)).2 h3
  have h5 : 1 / 4 * (1 / (x + 1)) + 2 / (x + 1) - 2 / (x + 2) - 1 / (4 * x)
      = (7 * x - 2) / (4 * x * (x + 1) * (x + 2)) := by
    field_simp
    ring
  have h6 : 0 ≤ (7 * x - 2) / (4 * x * (x + 1) * (x + 2)) :=
    div_nonneg (by linarith) (by positivity)
  linarith

/-- The hopping energy of the trial state on the first `2 N` bonds is at most a quarter of the
harmonic sum plus 3. -/
theorem trial_energy (N : ℕ) (hN : 0 < N) :
    ∑ j ∈ range (N + N), (trial N (j + 1) - trial N j) ^ 2
      ≤ 1 / 4 * ∑ j ∈ range N, 1 / ((j : ℝ) + 1) + 3 := by
  have hNp : (0 : ℝ) < N := by exact_mod_cast hN
  have head : ∀ n ≤ N, ∑ j ∈ range n, (trial N (j + 1) - trial N j) ^ 2
      ≤ 1 / 4 * ∑ j ∈ range n, 1 / ((j : ℝ) + 1) + 2 - 2 / ((n : ℝ) + 1) := by
    intro n
    induction n with
    | zero => intro _; simp
    | succ n ih =>
      intro hn
      have hs := sqrt_bond n
      have hi := ih (by omega)
      have e : (((n + 1 : ℕ) : ℝ) + 1) = (n : ℝ) + 2 := by push_cast; ring
      rw [sum_range_succ, sum_range_succ, e, trial, trial, if_pos hn,
        if_pos (show n ≤ N by omega), Nat.cast_add, Nat.cast_one, mul_add]
      linarith
  have tail : ∀ i ≤ N, trial N (N + i) = √(N : ℝ) * (1 - (i : ℝ) / N) := by
    intro i hi
    rcases Nat.eq_zero_or_pos i with rfl | hi0
    · simp [trial]
    have e : 2 - ((N + i : ℕ) : ℝ) / N = 1 - (i : ℝ) / N := by
      rw [Nat.cast_add, add_div, div_self hNp.ne']
      ring
    have hle : (i : ℝ) / N ≤ 1 := (div_le_one hNp).2 (by exact_mod_cast hi)
    rw [trial, if_neg (by omega), e, max_eq_right (sub_nonneg.2 hle)]
  -- each of the N bonds of the descent costs 1 / N
  have slope : ∀ i ∈ range N, (trial N (N + i + 1) - trial N (N + i)) ^ 2 = 1 / (N : ℝ) := by
    intro i hi
    have hi' := mem_range.1 hi
    rw [add_assoc, tail (i + 1) (by omega), tail i hi'.le, Nat.cast_add, Nat.cast_one]
    calc (√(N : ℝ) * (1 - ((i : ℝ) + 1) / N) - √(N : ℝ) * (1 - (i : ℝ) / N)) ^ 2
        = √(N : ℝ) ^ 2 * (1 / (N : ℝ)) ^ 2 := by ring
      _ = 1 / (N : ℝ) := by
        rw [Real.sq_sqrt hNp.le]
        field_simp
  rw [sum_range_add, sum_congr rfl slope, sum_const, card_range, nsmul_eq_mul,
    mul_one_div_cancel hNp.ne']
  have h2 : 0 ≤ 2 / ((N : ℝ) + 1) := by positivity
  linarith [head N le_rfl]

/-- No constant above 1/4 works: for every larger coupling some state that vanishes at the origin
and from some site on has hopping energy below the coupling times its inverse-square weight. -/
theorem hardy_constant_sharp (C : ℝ) (hC : 1 / 4 < C) :
    ∃ u : ℕ → ℝ, u 0 = 0 ∧ (∃ M, ∀ j, M ≤ j → u j = 0) ∧
      hoppingEnergy u < C * inverseSquareWeight u := by
  -- the harmonic sum diverges, so it beats any constant
  obtain ⟨N, hH, hN⟩ := ((Real.tendsto_sum_range_one_div_nat_succ_atTop.eventually_gt_atTop
    (3 / (C - 1 / 4))).and (eventually_gt_atTop 0)).exists
  have hNp : (0 : ℝ) < N := by exact_mod_cast hN
  have hz : ∀ j, N + N ≤ j → trial N j = 0 := by
    intro j hj
    have hj' : (N : ℝ) + N ≤ j := by exact_mod_cast hj
    have h2 : 2 ≤ (j : ℝ) / N := (le_div_iff₀ hNp).2 (by linarith)
    rw [trial, if_neg (by omega), max_eq_left (by linarith), mul_zero]
  refine ⟨trial N, by simp [trial], ⟨N + N, hz⟩, ?_⟩
  have hout : ∀ j ∉ range (N + N), N + N ≤ j := fun j hj =>
    not_lt.1 fun h => hj (mem_range.2 h)
  have hT : hoppingEnergy (trial N)
      = ∑ j ∈ range (N + N), (trial N (j + 1) - trial N j) ^ 2 := by
    refine tsum_eq_sum fun j hj => ?_
    rw [hz j (hout j hj), hz (j + 1) (by have := hout j hj; omega)]
    norm_num
  have hW : ∑ j ∈ range N, 1 / ((j : ℝ) + 1) ≤ inverseSquareWeight (trial N) := by
    have e : inverseSquareWeight (trial N)
        = ∑ j ∈ range (N + N), trial N (j + 1) ^ 2 / ((j : ℝ) + 1) ^ 2 := by
      refine tsum_eq_sum fun j hj => ?_
      rw [hz (j + 1) (by have := hout j hj; omega)]
      simp
    have hh : ∑ j ∈ range N, 1 / ((j : ℝ) + 1)
        = ∑ j ∈ range N, trial N (j + 1) ^ 2 / ((j : ℝ) + 1) ^ 2 := by
      refine sum_congr rfl fun j hj => ?_
      have hj' := mem_range.1 hj
      have hp : (0 : ℝ) < (j : ℝ) + 1 := by positivity
      rw [trial, if_pos (by omega), Nat.cast_add, Nat.cast_one, Real.sq_sqrt hp.le]
      field_simp
    rw [e, hh]
    exact sum_le_sum_of_subset_of_nonneg (range_mono (by omega)) fun j _ _ => by positivity
  have h3 := (div_lt_iff₀ (sub_pos.2 hC)).1 hH
  have h4 := mul_le_mul_of_nonneg_left hW (show 0 ≤ C by linarith)
  rw [hT]
  linarith [trial_energy N hN]

end

end DiscreteHardy
```

```lean
#print axioms DiscreteHardy.discrete_hardy
#print axioms DiscreteHardy.discrete_hardy_finite
#print axioms DiscreteHardy.eigenvalue_nonneg
#print axioms DiscreteHardy.hardy_constant_sharp
```

```
'DiscreteHardy.discrete_hardy' depends on axioms: [propext, Classical.choice, Quot.sound]
'DiscreteHardy.discrete_hardy_finite' depends on axioms: [propext, Classical.choice, Quot.sound]
'DiscreteHardy.eigenvalue_nonneg' depends on axioms: [propext, Classical.choice, Quot.sound]
'DiscreteHardy.hardy_constant_sharp' depends on axioms: [propext, Classical.choice, Quot.sound]
```

## How the proof follows the algebra

In `bond_inequality`, `field_simp` and `ring` verify the completed square, and `positivity` handles its terms. `hardy_box` adds bonds by induction; `discrete_hardy` drops the boundary term and passes to infinite sums.

Inside `energy_nonneg`, `parts` proves summation by parts by induction, before the right wall is imposed. `eigenvalue_nonneg` factors E out of the energy sum and uses the positive norm.

`sqrt_bond` bounds one bond of the square-root profile. In `trial_energy`, `head` sums the rise, `tail` evaluates the descent and `slope` gives its cost per bond. `hardy_constant_sharp` then chooses N from the divergence of the harmonic sum and reduces both infinite sums to finite ones.
